# At integer electron number, fractional occupations never lower the minimum of a quadratic energy with repulsive pair interactions and no self-interaction

A: Take M orbitals with fixed energies h_i and fixed pair interactions w_ij, and let

E(n) = Σ_i h_i n_i + ½ Σ_ij w_ij n_i n_j.

If w_ii = 0 and w_ij ≥ 0, then for every n in [0,1]^M with integer sum N there is a set S of N orbitals that, when filled, has energy at most E(n).

Q: Which physics is that? A matrix of numbers isn't an electronic structure calculation.

A: It is Hartree–Fock with frozen spin orbitals: h_i is the kinetic energy plus the energy in the external potential, not the Hartree–Fock eigenvalue, and w_ij is Coulomb minus exchange, which vanishes for i = j and is never negative. Orbital relaxation and the entropy term of thermal smearing are absent.

Q: Show me how the code says this.

A: The orbitals are a finite type `ι`, and `h` and `w` are arbitrary real arrays.

```lean
import Mathlib

open Finset

namespace FractionalOccupations

noncomputable section

variable {ι : Type*} [Fintype ι] [DecidableEq ι]

/-- Energy of the occupations `n`: orbital energies `h` plus pair interactions `w`. -/
def energy (h : ι → ℝ) (w : ι → ι → ℝ) (n : ι → ℝ) : ℝ :=
  ∑ i, h i * n i + (1 / 2) * ∑ i, ∑ j, w i j * n i * n j
```

The double sum runs over ordered pairs, so the factor ½ counts each pair once. Symmetry of `w` is not assumed, so the level has to average both index orders:

ε_k(n) = h_k + ½ Σ_l (w_kl + w_lk) n_l = ∂E/∂n_k.

```lean
/-- Level of orbital `k`: its orbital energy plus the mean field of all occupations. -/
def level (h : ι → ℝ) (w : ι → ι → ℝ) (n : ι → ℝ) (k : ι) : ℝ :=
  h k + (1 / 2) * ∑ l, (w k l + w l k) * n l
```

Admissible occupations lie between 0 and 1 and sum to a natural number `N`. The vector `occ S` is 1 on S and 0 elsewhere, and `fractional n` collects the partly filled orbitals.

```lean
/-- Occupations between 0 and 1 that add up to `N` electrons. -/
def IsOccupation (N : ℕ) (n : ι → ℝ) : Prop :=
  (∀ i, 0 ≤ n i ∧ n i ≤ 1) ∧ ∑ i, n i = N

/-- Integer occupations: orbitals in `S` are full, all others are empty. -/
def occ (S : Finset ι) (i : ι) : ℝ := if i ∈ S then 1 else 0

/-- The orbitals with occupation strictly between 0 and 1. -/
def fractional (n : ι → ℝ) : Finset ι := univ.filter fun k => 0 < n k ∧ n k < 1
```

Q: And what moves the electrons?

A: A transfer of charge t from orbital j to orbital i. The total stays fixed.

```lean
/-- Move the charge `t` from orbital `j` to orbital `i`. -/
def transfer (n : ι → ℝ) (i j : ι) (t : ℝ) (k : ι) : ℝ :=
  n k + t * ((if k = i then 1 else 0) - (if k = j then 1 else 0))

omit [Fintype ι] in
/-- A transfer between distinct orbitals raises one occupation by `t`, lowers the other
by `t`, and leaves the rest alone. -/
theorem transfer_apply (n : ι → ℝ) {i j : ι} (hij : i ≠ j) (t : ℝ) :
    transfer n i j t i = n i + t ∧ transfer n i j t j = n j - t ∧
      ∀ k, k ≠ i → k ≠ j → transfer n i j t k = n k := by
  refine ⟨by simp [transfer, hij], ?_, fun k hi hj => by simp [transfer, hi, hj]⟩
  simp [transfer, hij.symm]
  ring
```

Q: What does a transfer cost?

A: Write the new occupations as n + t d, with d_i = 1, d_j = −1 and all other entries zero, for i ≠ j. Expanding gives

E(n + t d) = E(n) + t Σ_k h_k d_k + ½ t Σ_kl w_kl (n_k d_l + d_k n_l) + ½ t² Σ_kl w_kl d_k d_l.

The terms linear in t combine to t Σ_k ε_k d_k = t (ε_i − ε_j). In the last double sum only four terms can be nonzero, and I call their sum C_ij:

C_ij = w_ii + w_jj − w_ij − w_ji

E(n + t d) = E(n) + t (ε_i − ε_j) + ½ t² C_ij.

This is exact, since E is quadratic. In the proof, `hexp` is the bilinear expansion and `hsum` evaluates sums against d.

```lean
/-- Energy change under a charge transfer: the level difference times `t`, plus a
curvature term in `t ^ 2` set by the interactions within the pair. -/
theorem energy_transfer (h : ι → ℝ) (w : ι → ι → ℝ) (n : ι → ℝ) (i j : ι) (t : ℝ) :
    energy h w (transfer n i j t) = energy h w n + t * (level h w n i - level h w n j)
      + t ^ 2 / 2 * (w i i + w j j - w i j - w j i) := by
  obtain ⟨d, hd⟩ : ∃ d : ι → ℝ, d = fun k =>
      (if k = i then (1 : ℝ) else 0) - (if k = j then 1 else 0) := ⟨_, rfl⟩
  have htr : ∀ k, transfer n i j t k = n k + t * d k := by
    intro k
    simp only [transfer, hd]
  have hsum : ∀ f : ι → ℝ, ∑ k, f k * d k = f i - f j := by
    intro f
    simp [hd, mul_sub, Finset.sum_sub_distrib]
  -- bilinear expansion of a sum along the transfer
  have hexp : ∀ A B : ι → ℝ, ∑ k, (n k + t * d k) * (A k + t * B k) =
      ∑ k, n k * A k + t * ∑ k, n k * B k + t * ∑ k, A k * d k
        + t ^ 2 * ∑ k, B k * d k := by
    intro A B
    simp only [Finset.mul_sum, ← Finset.sum_add_distrib]
    exact Finset.sum_congr rfl fun k _ => by ring
  have hone : ∑ k, h k * (n k + t * d k) = ∑ k, h k * n k + t * (h i - h j) := by
    rw [← hsum h]
    simp only [Finset.mul_sum, ← Finset.sum_add_distrib]
    exact Finset.sum_congr rfl fun k _ => by ring
  have hinner : ∀ k, ∑ l, w k l * (n k + t * d k) * (n l + t * d l) =
      (n k + t * d k) * (∑ l, w k l * n l + t * (w k i - w k j)) := by
    intro k
    rw [← hsum (w k)]
    simp only [Finset.mul_sum, ← Finset.sum_add_distrib]
    exact Finset.sum_congr rfl fun l _ => by ring
  have hold : ∑ k, ∑ l, w k l * n k * n l = ∑ k, n k * ∑ l, w k l * n l := by
    simp only [Finset.mul_sum]
    exact Finset.sum_congr rfl fun k _ => Finset.sum_congr rfl fun l _ => by ring
  have hlev : ∀ k, level h w n k =
      h k + (1 / 2) * (∑ l, w k l * n l + ∑ l, n l * w l k) := by
    intro k
    rw [level, ← Finset.sum_add_distrib]
    congr 2
    exact Finset.sum_congr rfl fun l _ => by ring
  have hB : ∑ k, n k * (w k i - w k j) = ∑ k, n k * w k i - ∑ k, n k * w k j := by
    simp only [mul_sub, Finset.sum_sub_distrib]
  have hE := hexp (fun k => ∑ l, w k l * n l) (fun k => w k i - w k j)
  rw [hsum, hsum, hB] at hE
  simp only [energy, htr, hinner]
  rw [hone, hE, hold, hlev i, hlev j]
  ring
```

The next lemma checks that the new occupations are admissible if the two changed entries stay between 0 and 1.

```lean
/-- A transfer between distinct orbitals that keeps both occupations between 0 and 1
gives admissible occupations with the same electron number. -/
theorem transfer_isOccupation {N : ℕ} {n : ι → ℝ} (hn : IsOccupation N n) {i j : ι}
    (hij : i ≠ j) {t : ℝ} (hi : 0 ≤ n i + t ∧ n i + t ≤ 1)
    (hj : 0 ≤ n j - t ∧ n j - t ≤ 1) : IsOccupation N (transfer n i j t) := by
  obtain ⟨ei, ej, ek⟩ := transfer_apply n hij t
  refine ⟨fun k => ?_, ?_⟩
  · by_cases h1 : k = i
    · rw [h1, ei]; exact hi
    · by_cases h2 : k = j
      · rw [h2, ej]; exact hj
      · rw [ek k h1 h2]; exact hn.1 k
  · have hs : ∑ k, transfer n i j t k = ∑ k, n k := by
      simp [transfer, Finset.sum_add_distrib, ← Finset.mul_sum, Finset.sum_sub_distrib]
    rw [hs, hn.2]
```

Q: You need two fractional orbitals for that. What if there is only one?

A: An integer N forbids it. If only n_i were fractional, the other occupations would be 0 or 1 and sum to an integer m. Then n_i = N − m would be an integer strictly between 0 and 1. Lean builds m by induction over the sum, and `omega` finds the contradiction.

```lean
/-- With an integer electron number, a fractional orbital never comes alone. -/
theorem exists_second_fractional {N : ℕ} {n : ι → ℝ} (hn : IsOccupation N n) {i : ι}
    (hi : 0 < n i ∧ n i < 1) : ∃ j, i ≠ j ∧ 0 < n j ∧ n j < 1 := by
  by_contra hcon
  push Not at hcon
  -- otherwise all other occupations add up to an integer
  have hint : ∃ m : ℤ, ∑ k ∈ univ.erase i, n k = (m : ℝ) := by
    refine Finset.sum_induction n (fun x : ℝ => ∃ m : ℤ, x = (m : ℝ)) ?_ ⟨0, by simp⟩ ?_
    · rintro a b ⟨p, rfl⟩ ⟨q, rfl⟩
      exact ⟨p + q, by push_cast; ring⟩
    · intro k hk
      rcases (hn.1 k).1.eq_or_lt with h0 | h0
      · exact ⟨0, by simp [← h0]⟩
      · have h1 := hcon k (Finset.ne_of_mem_erase hk).symm h0
        exact ⟨1, by push_cast; linarith [(hn.1 k).2]⟩
  obtain ⟨m, hm⟩ := hint
  have hs := Finset.add_sum_erase univ n (mem_univ i)
  rw [hm, hn.2] at hs
  have h1 : (m : ℝ) < ((N : ℤ) : ℝ) := by push_cast; linarith [hi.1]
  have h2 : ((N : ℤ) : ℝ) < ((m + 1 : ℤ) : ℝ) := by push_cast; linarith [hi.2]
  have h3 : m < (N : ℤ) := by exact_mod_cast h1
  have h4 : (N : ℤ) < m + 1 := by exact_mod_cast h2
  omega
```

If no orbital is fractional, every entry is 0 or 1, and the sum says that exactly N of them are 1.

```lean
/-- Admissible occupations without fractional orbitals fill exactly `N` orbitals. -/
theorem eq_occ_of_no_fractional {N : ℕ} {n : ι → ℝ} (hn : IsOccupation N n)
    (hf : ¬ ∃ i, 0 < n i ∧ n i < 1) : ∃ S : Finset ι, S.card = N ∧ n = occ S := by
  have he : n = occ (univ.filter fun k => n k = 1) := by
    funext k
    by_cases h1 : n k = 1
    · simp [occ, h1]
    · have h0 : n k = 0 := by
        by_contra h0
        exact hf ⟨k, lt_of_le_of_ne (hn.1 k).1 (Ne.symm h0), lt_of_le_of_ne (hn.1 k).2 h1⟩
      simp [occ, h0]
  refine ⟨_, ?_, he⟩
  have hs := hn.2
  rw [he] at hs
  have hc : ∀ S : Finset ι, ∑ k, occ S k = (S.card : ℝ) := fun S => by simp [occ]
  rw [hc] at hs
  exact_mod_cast hs
```

Q: Now lower the energy.

A: Label two fractional orbitals so that ε_i ≤ ε_j, and move

t = min(1 − n_i, n_j) > 0

from j to i. The linear term is at most zero. So is the quadratic one if C_ij ≤ 0, that is, if

w_ii + w_jj ≤ w_ij + w_ji.

Afterwards i is full or j is empty, and no other orbital has changed, so there are fewer fractional orbitals. In Lean, `nlinarith` receives the signs of the two terms, and the rest of the proof shows the strict inclusion of the fractional sets.

```lean
/-- Aufbau step: let `w i i + w j j ≤ w i j + w j i` for all pairs, and let `i` and `j` be distinct
fractional orbitals of `n`, with the level of `i` no higher than that of `j`. Then some admissible
occupations with the same electron number have no higher energy, and their fractional orbitals form
a proper subset of those of `n`. -/
theorem aufbau_step {h : ι → ℝ} {w : ι → ι → ℝ}
    (hw : ∀ i j, w i i + w j j ≤ w i j + w j i) {N : ℕ} {n : ι → ℝ}
    (hn : IsOccupation N n) {i j : ι} (hij : i ≠ j) (hi : 0 < n i ∧ n i < 1)
    (hj : 0 < n j ∧ n j < 1) (hl : level h w n i ≤ level h w n j) :
    ∃ m, IsOccupation N m ∧ energy h w m ≤ energy h w n ∧ fractional m ⊂ fractional n := by
  -- move charge until `i` is full or `j` is empty
  obtain ⟨t, ht, hti, htj, hor⟩ : ∃ t, 0 < t ∧ n i + t ≤ 1 ∧ t ≤ n j ∧
      (n i + t = 1 ∨ n j - t = 0) := by
    rcases le_total (1 - n i) (n j) with h1 | h1
    · exact ⟨1 - n i, by linarith [hi.2], by linarith, h1, Or.inl (by ring)⟩
    · exact ⟨n j, hj.1, by linarith, le_rfl, Or.inr (by ring)⟩
  obtain ⟨ei, ej, ek⟩ := transfer_apply n hij t
  have mem : ∀ (m : ι → ℝ) (k : ι), k ∈ fractional m ↔ 0 < m k ∧ m k < 1 := by
    intro m k
    simp [fractional]
  refine ⟨transfer n i j t, transfer_isOccupation hn hij ⟨by linarith [hi.1], hti⟩
    ⟨by linarith, by linarith [hj.2]⟩, ?_, ?_⟩
  · rw [energy_transfer]
    nlinarith [mul_nonneg ht.le (sub_nonneg.2 hl),
      mul_nonneg (sq_nonneg t) (sub_nonneg.2 (hw i j))]
  · refine Finset.ssubset_iff_subset_ne.2 ⟨fun k hk => ?_, fun he => ?_⟩
    · by_cases h1 : k = i
      · rw [h1]; exact (mem n i).2 hi
      · by_cases h2 : k = j
        · rw [h2]; exact (mem n j).2 hj
        · rw [mem, ek k h1 h2] at hk
          exact (mem n k).2 hk
    · have mi := (mem n i).2 hi
      have mj := (mem n j).2 hj
      rw [← he, mem] at mi mj
      rw [ei] at mi
      rw [ej] at mj
      rcases hor with h1 | h1
      · linarith [mi.2]
      · linarith [mj.1]
```

Q: "Repeat until done" is not a proof. What makes it stop?

A: Strong induction on the number of fractional orbitals, `Nat.strong_induction_on`, and the proof turns on it. A transfer may settle one orbital or both, so the count can fall by one or by two. Strong induction accepts any smaller count, and `Finset.card_lt_card` supplies it from the strict inclusion. The auxiliary claim `key` quantifies over all `n`, because the induction hypothesis is applied to the new vector `m`.

```lean
/-- If `w i i + w j j ≤ w i j + w j i` for all pairs, then for any fractional occupations
of `N` electrons some choice of `N` full orbitals has no higher energy. -/
theorem exists_integer_energy_le (h : ι → ℝ) {w : ι → ι → ℝ}
    (hw : ∀ i j, w i i + w j j ≤ w i j + w j i) {N : ℕ} {n : ι → ℝ}
    (hn : IsOccupation N n) :
    ∃ S : Finset ι, S.card = N ∧ energy h w (occ S) ≤ energy h w n := by
  -- induction on the number of fractional orbitals
  have key : ∀ c : ℕ, ∀ n : ι → ℝ, IsOccupation N n → (fractional n).card = c →
      ∃ S : Finset ι, S.card = N ∧ energy h w (occ S) ≤ energy h w n := by
    intro c
    induction c using Nat.strong_induction_on with
    | _ c ih =>
      intro n hn hc
      by_cases hf : ∃ i, 0 < n i ∧ n i < 1
      · obtain ⟨i, hi⟩ := hf
        obtain ⟨j, hij, hj⟩ := exists_second_fractional hn hi
        obtain ⟨m, hm, hE, hlt⟩ : ∃ m, IsOccupation N m ∧ energy h w m ≤ energy h w n ∧
            fractional m ⊂ fractional n := by
          rcases le_total (level h w n i) (level h w n j) with hl | hl
          · exact aufbau_step hw hn hij hi hj hl
          · exact aufbau_step hw hn hij.symm hj hi hl
        have hcard := Finset.card_lt_card hlt
        rw [hc] at hcard
        obtain ⟨S, hS, hES⟩ := ih _ hcard m hm rfl
        exact ⟨S, hS, hES.trans hE⟩
      · obtain ⟨S, hS, he⟩ := eq_occ_of_no_fractional hn hf
        exact ⟨S, hS, by rw [he]⟩
  exact key _ n hn rfl
```

The repulsive case follows at once: the left side of the pair condition is zero and the right side is not negative.

```lean
/-- Without self-interaction and with repulsive pair interactions, fractional occupations
of `N` electrons never lie below all choices of `N` full orbitals. -/
theorem exists_integer_energy_le_of_repulsive (h : ι → ℝ) {w : ι → ι → ℝ}
    (hself : ∀ i, w i i = 0) (hrep : ∀ i j, 0 ≤ w i j) {N : ℕ} {n : ι → ℝ}
    (hn : IsOccupation N n) :
    ∃ S : Finset ι, S.card = N ∧ energy h w (occ S) ≤ energy h w n :=
  exists_integer_energy_le h
    (fun i j => by rw [hself i, hself j]; linarith [hrep i j, hrep j i]) hn
```

Q: Is the pair condition just convenient for the proof?

A: No. For a given `w`, it is equivalent to the claim holding for all `h` and all `N`. To see that it is needed, choose h_k = −w_kk/2, so that one electron in any single orbital has energy −w_kk/2 + w_kk/2 = 0. Start with the electron in j and move half of it to i ≠ j. At the start,

ε_i − ε_j = [−w_ii/2 + ½ (w_ij + w_ji)] − w_jj/2 = −½ C_ij,

so the shared state has energy

½ · (−½ C_ij) + ⅛ C_ij = −⅛ C_ij.

Some integer state, with energy zero, must lie no higher, which forces C_ij ≤ 0. For i = j the condition is trivial. Self-interaction can therefore favour fractional occupations in this model.

```lean
/-- Integer occupations suffice for all orbital energies and electron numbers exactly when
`w i i + w j j ≤ w i j + w j i` for every pair of orbitals. -/
theorem integer_suffices_iff (w : ι → ι → ℝ) :
    (∀ (h : ι → ℝ) (N : ℕ) (n : ι → ℝ), IsOccupation N n →
      ∃ S : Finset ι, S.card = N ∧ energy h w (occ S) ≤ energy h w n) ↔
    ∀ i j, w i i + w j j ≤ w i j + w j i := by
  refine ⟨fun H i j => ?_, fun hw h N n hn => exists_integer_energy_le h hw hn⟩
  by_cases hij : i = j
  · rw [hij]
  -- these orbital energies give every one-electron integer state energy zero
  obtain ⟨h, hh⟩ : ∃ h : ι → ℝ, ∀ k, h k = -(w k k) / 2 := ⟨fun k => -(w k k) / 2, fun _ => rfl⟩
  have hE : ∀ k, energy h w (occ {k}) = 0 := by
    intro k
    have h1 : energy h w (occ {k}) = h k + (1 / 2) * w k k := by simp [energy, occ]
    rw [h1, hh]
    ring
  have hL : ∀ k, level h w (occ {j}) k = h k + (1 / 2) * (w k j + w j k) := by
    intro k
    simp [level, occ]
  have hocc : IsOccupation 1 (occ {j}) := by
    refine ⟨fun k => ?_, by simp [occ]⟩
    unfold occ
    split_ifs <;> norm_num
  have oi : occ {j} i = 0 := by simp [occ, hij]
  have oj : occ {j} j = 1 := by simp [occ]
  -- share the electron equally between `i` and `j`
  have hn : IsOccupation 1 (transfer (occ {j}) i j (1 / 2)) :=
    transfer_isOccupation hocc hij (by rw [oi]; norm_num) (by rw [oj]; norm_num)
  obtain ⟨S, hS, hle⟩ := H h 1 _ hn
  obtain ⟨k, rfl⟩ := Finset.card_eq_one.1 hS
  rw [hE, energy_transfer, hE, hL, hL, hh, hh] at hle
  linarith
```

Q: Could a fractional state still tie with the minimum?

A: In the model, yes: if w = 0 and two orbitals share the lowest h_i, one electron shared between them has the same energy as in either one. If C_ij < 0 for all distinct pairs, it can't. Hartree–Fock with frozen spin orbitals is of this second kind, since there w_ii = 0 and w_ij > 0 for i ≠ j. At a fractional minimizer, choose t > 0 small enough that transfers of +t and −t are both admissible. Their energy changes add up to t² C_ij < 0, so one of them lowers the energy, which is a contradiction.

```lean
/-- If `w i i + w j j < w i j + w j i` for distinct orbitals, every energy minimizer among all
admissible occupations of `N` electrons consists of `N` full orbitals. -/
theorem minimizer_is_integer {h : ι → ℝ} {w : ι → ι → ℝ}
    (hw : ∀ i j, i ≠ j → w i i + w j j < w i j + w j i) {N : ℕ} {n : ι → ℝ}
    (hn : IsOccupation N n) (hmin : ∀ m, IsOccupation N m → energy h w n ≤ energy h w m) :
    ∃ S : Finset ι, S.card = N ∧ n = occ S := by
  refine eq_occ_of_no_fractional hn ?_
  rintro ⟨i, hi⟩
  obtain ⟨j, hij, hj⟩ := exists_second_fractional hn hi
  obtain ⟨t, ht, h1, h2, h3, h4⟩ : ∃ t : ℝ, 0 < t ∧ t ≤ n i ∧ t ≤ 1 - n i ∧
      t ≤ n j ∧ t ≤ 1 - n j :=
    ⟨min (min (n i) (1 - n i)) (min (n j) (1 - n j)),
      lt_min (lt_min hi.1 (by linarith [hi.2])) (lt_min hj.1 (by linarith [hj.2])),
      (min_le_left _ _).trans (min_le_left _ _), (min_le_left _ _).trans (min_le_right _ _),
      (min_le_right _ _).trans (min_le_left _ _), (min_le_right _ _).trans (min_le_right _ _)⟩
  -- transfers in both directions cannot both cost energy
  have hp := hmin _ (transfer_isOccupation hn hij (t := t)
    ⟨by linarith, by linarith⟩ ⟨by linarith, by linarith⟩)
  have hm := hmin _ (transfer_isOccupation hn hij (t := -t)
    ⟨by linarith, by linarith⟩ ⟨by linarith, by linarith⟩)
  rw [energy_transfer] at hp hm
  nlinarith [mul_pos (pow_pos ht 2) (sub_pos.2 (hw i j hij))]

end

end FractionalOccupations
```

```lean
#print axioms FractionalOccupations.exists_integer_energy_le_of_repulsive
-- 'FractionalOccupations.exists_integer_energy_le_of_repulsive' depends on axioms: [propext, Classical.choice, Quot.sound]
#print axioms FractionalOccupations.integer_suffices_iff
-- 'FractionalOccupations.integer_suffices_iff' depends on axioms: [propext, Classical.choice, Quot.sound]
#print axioms FractionalOccupations.minimizer_is_integer
-- 'FractionalOccupations.minimizer_is_integer' depends on axioms: [propext, Classical.choice, Quot.sound]
```

Q: So this is the aufbau principle?

A: Only the part about integer occupations. The theorems don't say that S consists of the lowest levels.

Q: What would the step look like in a program?

A: A loop that rounds occupations at fixed orbitals. Pick two fractional orbitals, compare their levels, transfer t, and check both new occupations: one that equals 0 or 1 up to rounding error is stored as exactly that value, so that it doesn't stay fractional. Then update every level by

ε_k → ε_k + ½ t (w_ki + w_ik − w_kj − w_jk).

The loop needs no more transfers than there were fractional orbitals at the start. For integer N it ends in an integer state. If the pair condition holds, that state is no higher in energy than the starting point, though not necessarily the lowest one. In a self-consistent calculation the orbitals then relax, h and w change, and the guarantee covers only the step at fixed orbitals.
